# Differentiating a one-dimensional Hermite Gaussian with respect to its centre raises its order by one

The Hermite Gaussian of order n, exponent a and centre A is the unnormalised real function (√a)ⁿ Hₙ(√a(x − A)) exp(−a(x − A)²) of one coordinate x, where Hₙ is the Hermite polynomial given by H₀ = 1 and Hₙ₊₁ = 2X Hₙ − Hₙ′. The declaration states that, for a ≥ 0 and x held fixed, its derivative with respect to A is the Hermite Gaussian of order n + 1 with the same exponent and centre. The attempt differentiates the polynomial and exponential factors by the chain rule and joins them by the product rule. It then matches the result to the order n + 1 function using the recursion for Hₙ and √a · √a = a.

The failing Lean file:

```lean
import Mathlib

open Polynomial

namespace HasDerivAtHermiteGaussianCenter

noncomputable section

/-- The Hermite polynomials with integer coefficients, built from `H_0 = 1` by the raising rule
`H_(n+1) = 2X H_n - H_n'`. -/
def hermiteH : ℕ → ℤ[X]
  | 0 => 1
  | n + 1 => 2 * X * hermiteH n - derivative (hermiteH n)

/-- The raising rule `H_(n+1) = 2X H_n - H_n'`. -/
theorem hermiteH_succ (n : ℕ) :
    hermiteH (n + 1) = 2 * X * hermiteH n - derivative (hermiteH n) := rfl

/-- The Hermite Gaussian of order `n`, exponent `a ≥ 0` and centre `A`, evaluated at `x`:
`(√a)^n H_n(√a (x - A)) exp(-a (x - A)²)`. -/
def hermiteGaussian (a : ℝ) (n : ℕ) (A x : ℝ) : ℝ :=
  Real.sqrt a ^ n * aeval (Real.sqrt a * (x - A)) (hermiteH n) * Real.exp (-a * (x - A) ^ 2)

/-- For exponent `a ≥ 0`, differentiating a Hermite Gaussian with respect to its centre raises
its order by one. -/
theorem hasDerivAt_hermiteGaussian_center {a : ℝ} (ha : 0 ≤ a) (n : ℕ) (A x : ℝ) :
    HasDerivAt (fun B => hermiteGaussian a n B x) (hermiteGaussian a (n + 1) A x) A := by
  have hs : Real.sqrt a * Real.sqrt a = a := Real.mul_self_sqrt ha
  have hd : HasDerivAt (fun B : ℝ => x - B) (-1) A := (hasDerivAt_id' A).const_sub x
  -- the polynomial factor and the exponential factor, each by the chain rule
  have hp : HasDerivAt (fun B : ℝ => aeval (Real.sqrt a * (x - B)) (hermiteH n))
      (aeval (Real.sqrt a * (x - A)) (derivative (hermiteH n)) * (Real.sqrt a * (-1))) A :=
    (Polynomial.hasDerivAt_aeval (hermiteH n) (Real.sqrt a * (x - A))).comp A
      (hd.const_mul (Real.sqrt a))
  have he := ((hd.fun_pow 2).const_mul (-a)).exp
  simp only [hermiteGaussian]
  refine ((hp.const_mul (Real.sqrt a ^ n)).fun_mul he).congr_deriv ?_
  simp only [hermiteH_succ, map_sub, map_mul, map_ofNat, aeval_X]
  push_cast
  linear_combination (-(2 * (x - A) * Real.sqrt a ^ n
    * aeval (Real.sqrt a * (x - A)) (hermiteH n) * Real.exp (-a * (x - A) ^ 2))) * hs

end

end HasDerivAtHermiteGaussianCenter
```

Lean reports:

```
Main.lean:33:4: error: Type mismatch
  HasDerivAt.comp A ?m.127 (HasDerivAt.const_mul (√a) hd)
has type
  HasDerivAt (?m.124 ∘ fun y => √a * (x - y)) (?m.126 * (√a * -1)) A
but is expected to have type
  HasDerivAt (fun B => (aeval (√a * (x - B))) (hermiteH n))
    ((aeval (√a * (x - A))) (derivative (hermiteH n)) * (√a * -1)) A
```

What went wrong. The error lies in `hp`, the derivative of the polynomial factor. There `HasDerivAt.comp` was elaborated against the stated type while its outer function was still unknown: the message shows it as `?m.124`, and the proof about it as `?m.127`. Lean therefore had to match `?m.124 ∘ fun y => √a * (x - y)` with `fun B => (aeval (√a * (x - B))) (hermiteH n)`. With the composition unfolded, the unknown function is applied to `√a * (x - B)` and not to a bare variable, so unification does not recover the outer function from the result, and Lean reports a type mismatch.

The repair proves the same statement in steps. `hu` and `hq` record the derivatives of the inner and outer functions, so the outer function is known from the type of `hq`. `hc` then composes them with no expected type imposed. When `exact hc` finally compares the result with the goal, both sides are concrete and agree by unfolding the composition. The chain-rule argument itself is unchanged.

This version goes through:

```diff
@@ -30,7 +30,9 @@
   -- the polynomial factor and the exponential factor, each by the chain rule
   have hp : HasDerivAt (fun B : ℝ => aeval (Real.sqrt a * (x - B)) (hermiteH n))
-      (aeval (Real.sqrt a * (x - A)) (derivative (hermiteH n)) * (Real.sqrt a * (-1))) A :=
-    (Polynomial.hasDerivAt_aeval (hermiteH n) (Real.sqrt a * (x - A))).comp A
-      (hd.const_mul (Real.sqrt a))
+      (aeval (Real.sqrt a * (x - A)) (derivative (hermiteH n)) * (Real.sqrt a * (-1))) A := by
+    have hu := hd.const_mul (Real.sqrt a)
+    have hq := Polynomial.hasDerivAt_aeval (hermiteH n) (Real.sqrt a * (x - A))
+    have hc := hq.comp A hu
+    exact hc
   have he := ((hd.fun_pow 2).const_mul (-a)).exp
   simp only [hermiteGaussian]
```
